# The endpoint boundary matrix is diagonal, with +1 at the last node and −1 at the first

On a finite row of nodes numbered 0 to n, the real boundary matrix is e_n e_nᵀ − e_0 e_0ᵀ, where e_0 and e_n are the unit vectors at the first and last nodes. The lemma says that this matrix is diagonal, and that its diagonal entry at a node is +1 for being the last node plus −1 for being the first. When n = 0 the two ends are the same node, the contributions cancel, and the matrix is zero. The attempt compares the matrices entry by entry, writes each entry with if-then-else conditions, and splits into cases, each of which should be either simple arithmetic or ruled out by contradictory hypotheses.

This version doesn't compile in Lean 4 with Mathlib:

```lean
import Mathlib

open Matrix Polynomial

namespace SummationByParts

noncomputable section

/-- The boundary matrix `e_n e_nᵀ - e_0 e_0ᵀ`. -/
def boundary (n : ℕ) : Matrix (Fin (n + 1)) (Fin (n + 1)) ℝ :=
  vecMulVec (Pi.single (Fin.last n) 1) (Pi.single (Fin.last n) 1)
    - vecMulVec (Pi.single 0 1) (Pi.single 0 1)

/-- The diagonal of the boundary matrix: the last node counts `+1`, the first node `-1`. -/
def endSign (n : ℕ) (i : Fin (n + 1)) : ℝ :=
  (if i = Fin.last n then 1 else 0) - (if i = 0 then 1 else 0)

/-- The boundary matrix is diagonal, with the endpoint signs as entries. -/
theorem boundary_eq_diagonal (n : ℕ) : boundary n = diagonal (endSign n) := by
  ext i j
  simp only [boundary, endSign, Matrix.sub_apply, vecMulVec_apply, Pi.single_apply,
    diagonal_apply]
  split_ifs <;> first | norm_num | (exfalso; simp_all)

end

end SummationByParts
```

The compiler's answer:

```
Main.lean:19:76: error: unsolved goals
case pos
n : ℕ
i j : Fin (n + 1)
h✝⁴ : i = Fin.last n
h✝³ : j = Fin.last n
h✝² : i = 0
h✝¹ : ¬j = 0
h✝ : i = j
⊢ False

case neg
n : ℕ
i j : Fin (n + 1)
h✝⁴ : i = Fin.last n
h✝³ : j = Fin.last n
h✝² : i = 0
h✝¹ : ¬j = 0
h✝ : ¬i = j
⊢ False

case neg
n : ℕ
i j : Fin (n + 1)
h✝⁴ : i = Fin.last n
h✝³ : j = Fin.last n
h✝² : ¬i = 0
h✝¹ : j = 0
h✝ : ¬i = j
⊢ False

case neg
n : ℕ
i j : Fin (n + 1)
h✝⁴ : i = Fin.last n
h✝³ : j = Fin.last n
h✝² : ¬i = 0
h✝¹ : ¬j = 0
h✝ : ¬i = j
⊢ False

case pos
n : ℕ
i j : Fin (n + 1)
h✝⁴ : i = Fin.last n
h✝³ : ¬j = Fin.last n
h✝² : i = 0
h✝¹ : j = 0
h✝ : i = j
⊢ False

case neg
n : ℕ
i j : Fin (n + 1)
h✝⁴ : i = Fin.last n
h✝³ : ¬j = Fin.last n
h✝² : i = 0
h✝¹ : j = 0
h✝ : ¬i = j
⊢ False

case pos
n : ℕ
i j : Fin (n + 1)
h✝⁴ : i = Fin.last n
h✝³ : ¬j = Fin.last n
h✝² : ¬i = 0
h✝¹ : j = 0
h✝ : i = j
⊢ False

case pos
n : ℕ
i j : Fin (n + 1)
h✝⁴ : i = Fin.last n
h✝³ : ¬j = Fin.last n
h✝² : ¬i = 0
h✝¹ : ¬j = 0
h✝ : i = j
⊢ False

case neg
n : ℕ
i j : Fin (n + 1)
h✝⁴ : ¬i = Fin.last n
h✝³ : j = Fin.last n
h✝² : i = 0
h✝¹ : j = 0
h✝ : ¬i = j
⊢ False

case pos
n : ℕ
i j : Fin (n + 1)
h✝⁴ : ¬i = Fin.last n
h✝³ : j = Fin.last n
h✝² : i = 0
h✝¹ : ¬j = 0
h✝ : i = j
⊢ False

case neg
n : ℕ
i j : Fin (n + 1)
h✝⁴ : ¬i = Fin.last n
h✝³ : ¬j = Fin.last n
h✝² : i = 0
h✝¹ : j = 0
h✝ : ¬i = j
⊢ False

case pos
n : ℕ
i j : Fin (n + 1)
h✝⁴ : ¬i = Fin.last n
h✝³ : ¬j = Fin.last n
h✝² : i = 0
h✝¹ : ¬j = 0
h✝ : i = j
⊢ False
```

Fix (accepted with no message):

```diff
@@ -21,5 +21,5 @@
   simp only [boundary, endSign, Matrix.sub_apply, vecMulVec_apply, Pi.single_apply,
     diagonal_apply]
-  split_ifs <;> first | norm_num | (exfalso; simp_all)
+  split_ifs <;> first | ring1 | (exfalso; simp_all)
 
 end
```

What went wrong. The message lists twelve cases left open, each with the goal `False`. In every one the hypotheses contradict each other: the first, for instance, has `i = 0` and `i = j` but also `¬j = 0`. The equation between entries is numerically false in such a case, so the case has to be closed from its hypotheses.

The second alternative, `exfalso; simp_all`, was meant to do this, but it was never reached. `first` keeps the first alternative that does not fail, whether or not it finishes the goal. Here `norm_num` reduced the false equation to `False` and stopped without an error, so `first` accepted that result.

The repair replaces `norm_num` with `ring1`, which either closes the goal or fails. It proves the equations that hold by arithmetic, and fails on the false ones. `first` then moves on to `exfalso; simp_all`, which finds the contradiction among the hypotheses.
